# Gauge changes and physical isometries preserve the transfer spectrum of a uniform matrix product state

A uniform matrix product state describes an infinite spin chain by one tensor, repeated on every site. Two people working on the same chain may store different tensors: one has put the virtual bonds into another gauge, or has rotated the local spin basis. Both read correlation lengths from the eigenvalues of their transfer matrices. If the gauge matrix G is invertible and the local map U is unitary, or more generally an isometry, they find the same lengths.

## Tensors and their transfer matrix

```lean
import Mathlib

open Matrix
open scoped Kronecker

namespace MPSTransferSpectrum

noncomputable section

variable {σ τ n : Type*} [Fintype σ] [Fintype τ] [Fintype n] [DecidableEq σ] [DecidableEq n]
```

Mathlib is Lean's mathematical library. The finite index sets `σ` and `τ` label the physical states before and after the local map, and `n` labels the virtual states of a bond. A tensor A is a function that gives a square complex matrix Aˢ for each s in `σ`.

```lean
/-- The transfer matrix `∑ s, A^s ⊗ conj (A^s)` of a uniform matrix product state. -/
def transfer (A : σ → Matrix n n ℂ) : Matrix (n × n) (n × n) ℂ :=
  ∑ s, A s ⊗ₖ (A s).map star
```

This is the transfer matrix,

E(A) = ∑ₛ Aˢ ⊗ conj(Aˢ).

The symbol `⊗ₖ` is the Kronecker product, and `.map star` conjugates each entry without transposing. Rows and columns of E(A) carry pairs of bond indices, hence the type `n × n`.

```lean
/-- The matrix `U` acting on the physical index of the tensor. -/
def physical (U : Matrix τ σ ℂ) (A : σ → Matrix n n ℂ) : τ → Matrix n n ℂ :=
  fun s => ∑ t, U s t • A t
```

The matrix U acts on the physical index: the new tensor at s is ∑ₜ U(s,t) Aᵗ. Since U may be rectangular, the local space may also be embedded in a larger one.

```lean
/-- The gauge change `A^s ↦ G⁻¹ A^s G` on the virtual indices. -/
def gauge (G : Matrix n n ℂ) (A : σ → Matrix n n ℂ) : σ → Matrix n n ℂ :=
  fun s => G⁻¹ * A s * G
```

The gauge change replaces Aˢ by G⁻¹AˢG. Applying `physical U` after `gauge G` gives

Bˢ = ∑ₜ U(s,t) G⁻¹AᵗG.

```lean
/-- `ξ > 0` is a correlation length if some transfer eigenvalue `μ` has modulus
`|Λ| exp (-1/ξ)`, where `Λ` is a nonzero transfer eigenvalue of largest modulus. -/
def IsCorrelationLength (A : σ → Matrix n n ℂ) (ξ : ℝ) : Prop :=
  0 < ξ ∧ ∃ Λ μ : ℂ, (transfer A).charpoly.IsRoot Λ ∧ (transfer A).charpoly.IsRoot μ ∧
    Λ ≠ 0 ∧ (∀ ν : ℂ, (transfer A).charpoly.IsRoot ν → ‖ν‖ ≤ ‖Λ‖) ∧
    ‖μ‖ = ‖Λ‖ * Real.exp (-(1 / ξ))
```

Eigenvalues are roots of the characteristic polynomial. A number ξ > 0 is a correlation length if there are eigenvalues Λ and μ, with Λ nonzero and of largest modulus, such that

|μ| = |Λ| exp(−1/ξ).

Only the ratio |μ|/|Λ| matters, so the tensor need not be normalised. The definition is purely spectral: whether a given observable shows this decay also depends on its matrix elements. Infinite lengths are not recorded.

## The local map drops out

```lean
omit [Fintype n] [DecidableEq σ] [DecidableEq n] in
/-- The entries of the transfer matrix: one layer of the tensor times its conjugate,
summed over the physical index. -/
theorem transfer_apply (A : σ → Matrix n n ℂ) (i j k l : n) :
    transfer A (i, j) (k, l) = ∑ s, A s i k * star (A s j l) := by
  simp only [transfer, Matrix.sum_apply, Matrix.kroneckerMap_apply, Matrix.map_apply]
```

A Lean theorem lists its data and hypotheses, then a colon, then the claim; the proof follows `:= by`. This one gives the entries of E(A):

E(A)₍ᵢⱼ₎,₍ₖₗ₎ = ∑ₛ Aˢᵢₖ conj(Aˢⱼₗ).

```lean
omit [Fintype n] [DecidableEq n] in
/-- An isometry on the physical index leaves the transfer matrix unchanged. -/
theorem transfer_physical {U : Matrix τ σ ℂ} (hU : Uᴴ * U = 1) (A : σ → Matrix n n ℂ) :
    transfer (physical U A) = transfer A := by
  -- the columns of `U` are orthonormal
  have h : ∀ t t', ∑ s, star (U s t') * U s t = if t' = t then 1 else 0 := by
    intro t t'
    have h1 := congrFun (congrFun hU t') t
    simpa only [Matrix.mul_apply, Matrix.conjTranspose_apply, Matrix.one_apply] using h1
  ext ⟨i, j⟩ ⟨k, l⟩
  rw [transfer_apply, transfer_apply]
  -- carry out the sum over the new physical index first
  have key : ∑ s, physical U A s i k * star (physical U A s j l)
      = ∑ t, ∑ t', (∑ s, star (U s t') * U s t) * (A t i k * star (A t' j l)) := by
    simp only [physical, Matrix.sum_apply, Matrix.smul_apply, smul_eq_mul, star_sum,
      star_mul', Finset.sum_mul_sum]
    simp only [Finset.sum_mul]
    rw [Finset.sum_comm]
    refine Finset.sum_congr rfl fun t _ => ?_
    rw [Finset.sum_comm]
    refine Finset.sum_congr rfl fun t' _ => ?_
    refine Finset.sum_congr rfl fun s _ => ?_
    ring
  rw [key]
  simp only [h, ite_mul, one_mul, zero_mul, Finset.sum_ite_eq', Finset.mem_univ, if_true]
```

The hypothesis `hU` says U†U = 1, which for square U means that U is unitary. In components,

∑ₛ conj(U(s,t′)) U(s,t) = δ(t′,t).

Write Cˢ = ∑ₜ U(s,t) Aᵗ. Then

∑ₛ Cˢᵢₖ conj(Cˢⱼₗ)
= ∑ₜ ∑ₜ′ [∑ₛ conj(U(s,t′)) U(s,t)] Aᵗᵢₖ conj(Aᵗ′ⱼₗ)
= ∑ₜ Aᵗᵢₖ conj(Aᵗⱼₗ).

So the transfer matrix itself is unchanged, not merely its spectrum. In the proof, `h` is the orthonormality relation and `key` is the first equality, obtained by exchanging finite sums. The last line uses the Kronecker delta.

## The gauge acts by similarity

```lean
omit [DecidableEq n] in
/-- Entrywise complex conjugation respects products of matrices. -/
theorem map_star_mul (X Y : Matrix n n ℂ) :
    (X * Y).map star = X.map star * Y.map star := by
  ext i j
  simp only [Matrix.map_apply, Matrix.mul_apply, star_sum, star_mul']
```

Conjugation respects products: conj(XY) = conj(X) conj(Y). The order stays the same because nothing is transposed.

```lean
omit [DecidableEq σ] in
/-- A gauge change multiplies the transfer matrix by `G⁻¹ ⊗ conj G⁻¹` on the left and by
`G ⊗ conj G` on the right. -/
theorem transfer_gauge (G : Matrix n n ℂ) (A : σ → Matrix n n ℂ) :
    transfer (gauge G A)
      = (G⁻¹ ⊗ₖ (G⁻¹).map star) * transfer A * (G ⊗ₖ G.map star) := by
  simp only [transfer, gauge, Finset.mul_sum, Finset.sum_mul]
  refine Finset.sum_congr rfl fun s _ => ?_
  rw [← Matrix.mul_kronecker_mul, ← Matrix.mul_kronecker_mul, map_star_mul, map_star_mul]
```

Combine this with the rule (XY) ⊗ (X′Y′) = (X ⊗ X′)(Y ⊗ Y′). For each s,

(G⁻¹AˢG) ⊗ conj(G⁻¹AˢG) = (G⁻¹ ⊗ conj(G⁻¹)) (Aˢ ⊗ conj(Aˢ)) (G ⊗ conj(G)).

The outer factors do not depend on s, so summing gives the claim. The proof compares the two sums term by term and applies the two product rules.

```lean
/-- The tensors `B^s = ∑ t, U(s,t) G⁻¹ A^t G`, with `G` invertible and `U` an isometry,
have a transfer matrix with the same characteristic polynomial as that of `A`. -/
theorem charpoly_transfer_invariant {U : Matrix τ σ ℂ} (hU : Uᴴ * U = 1)
    {G : Matrix n n ℂ} (hG : IsUnit G) (A : σ → Matrix n n ℂ) :
    (transfer (physical U (gauge G A))).charpoly = (transfer A).charpoly := by
  have h : (G ⊗ₖ G.map star) * (G⁻¹ ⊗ₖ (G⁻¹).map star) = 1 := by
    rw [← Matrix.mul_kronecker_mul, ← map_star_mul,
      Matrix.mul_nonsing_inv G ((Matrix.isUnit_iff_isUnit_det G).mp hG),
      Matrix.map_one star (star_zero ℂ) (star_one ℂ), Matrix.one_kronecker_one]
  -- move the right factor to the front, where it cancels the left one
  rw [transfer_physical hU, transfer_gauge, Matrix.charpoly_mul_comm, ← mul_assoc, h, one_mul]
```

This is the main theorem; `hG` says that G is invertible. Set W = G ⊗ conj(G) and V = G⁻¹ ⊗ conj(G⁻¹). Then

WV = (GG⁻¹) ⊗ conj(GG⁻¹) = 1,

so V = W⁻¹. By the two previous results E(B) = V E(A) W, and therefore

det(x − E(B)) = det(V (x − E(A)) W) = det(x − E(A)).

Lean takes a slightly different last step. It uses the fact that XY and YX have the same characteristic polynomial to move W to the front, where WV = 1 cancels. Equal characteristic polynomials mean equal eigenvalues with equal algebraic multiplicities.

```lean
/-- Gauge changes and isometries on the physical index preserve every correlation length. -/
theorem correlationLength_invariant {U : Matrix τ σ ℂ} (hU : Uᴴ * U = 1)
    {G : Matrix n n ℂ} (hG : IsUnit G) (A : σ → Matrix n n ℂ) (ξ : ℝ) :
    IsCorrelationLength (physical U (gauge G A)) ξ ↔ IsCorrelationLength A ξ := by
  simp only [IsCorrelationLength, charpoly_transfer_invariant hU hG]
```

The symbol `↔` means "if and only if": ξ is a correlation length of B exactly when it is one of A. The definition refers to the tensor only through the characteristic polynomial, so the proof substitutes the main theorem. In simulations with uniform matrix product states of finite bond dimension, an invertible change of gauge therefore leaves these spectral lengths intact.

The smallest interesting case is bond dimension one, a product state. Each Aˢ is a number aₛ, G cancels, and the only transfer eigenvalue is ∑ₛ |aₛ|², which an isometry preserves. With a single eigenvalue there is no correlation length.

## An invertible filter can change the lengths

```lean
/-- The bond-dimension-two tensor with matrices `1` and `diag(1, -1)`. -/
def pauliTensor : Fin 2 → Matrix (Fin 2) (Fin 2) ℂ :=
  ![1, Matrix.diagonal ![1, -1]]
```

The test tensor has A⁰ = 1 and A¹ = Z, where Z = diag(1, −1).

```lean
/-- The local filter `diag(1, t)` on a two-level site. -/
def localFilter (t : ℝ) : Matrix (Fin 2) (Fin 2) ℂ :=
  Matrix.diagonal ![1, (t : ℂ)]
```

The filter diag(1,t) rescales the second physical state by a real number t. For 0 < t < 1 it is invertible but not unitary.

```lean
/-- After the filter `diag(1, t)` the transfer eigenvalues of the tensor `1, diag(1, -1)`
are `1 + t²` and `1 - t²`. -/
theorem filtered_eigenvalues (t : ℝ) (ν : ℂ) :
    (transfer (physical (localFilter t) pauliTensor)).charpoly.IsRoot ν ↔
      ν = 1 + (t : ℂ) ^ 2 ∨ ν = 1 - (t : ℂ) ^ 2 := by
  have hd : transfer (physical (localFilter t) pauliTensor) = Matrix.diagonal
      (fun p : Fin 2 × Fin 2 => if p.1 = p.2 then 1 + (t : ℂ) ^ 2 else 1 - (t : ℂ) ^ 2) := by
    ext ⟨i, j⟩ ⟨k, l⟩
    rw [transfer_apply]
    fin_cases i <;> fin_cases j <;> fin_cases k <;> fin_cases l <;>
      simp [physical, localFilter, pauliTensor, Fin.sum_univ_succ,
        Matrix.diagonal_apply] <;> ring
  rw [hd, Matrix.charpoly_diagonal, Polynomial.IsRoot.def, Polynomial.eval_prod,
    Finset.prod_eq_zero_iff]
  constructor
  · rintro ⟨p, _, hp⟩
    rw [Polynomial.eval_sub, Polynomial.eval_X, Polynomial.eval_C, sub_eq_zero] at hp
    by_cases h : p.1 = p.2
    · left; rwa [if_pos h] at hp
    · right; rwa [if_neg h] at hp
  · rintro (h | h)
    · exact ⟨(0, 0), Finset.mem_univ _, by simp [h]⟩
    · exact ⟨(0, 1), Finset.mem_univ _, by simp [h]⟩
```

The filtered matrices are 1 and tZ, so the transfer matrix is

1 ⊗ 1 + t² Z ⊗ Z.

It is diagonal, with entry 1 + t² where the two bond indices agree and 1 − t² where they differ. Lean checks this entry by entry in `hd`, then reads the roots from the product form of the characteristic polynomial.

```lean
/-- The tensor `1, diag(1, -1)` has no correlation length, but after the filter `diag(1, t)` with `0
< t < 1` it has the correlation length `1 / log ((1 + t²) / (1 - t²))`. -/
theorem filter_changes_correlationLength {t : ℝ} (h0 : 0 < t) (h1 : t < 1) :
    (∀ ξ, ¬ IsCorrelationLength pauliTensor ξ) ∧
      IsCorrelationLength (physical (localFilter t) pauliTensor)
        (1 / Real.log ((1 + t ^ 2) / (1 - t ^ 2))) := by
  constructor
  · -- the unfiltered tensor is the case `t = 1`, with eigenvalues `2` and `0`
    have hA : physical (localFilter 1) pauliTensor = pauliTensor := by
      funext s
      fin_cases s <;>
        simp [physical, localFilter, Matrix.diagonal_apply]
    rintro ξ ⟨hξ, Λ, μ, hΛ, hμ, hne, -, h⟩
    rw [← hA, filtered_eigenvalues] at hΛ hμ
    have hn : 0 < ‖Λ‖ := norm_pos_iff.mpr hne
    have hp := Real.exp_pos (-(1 / ξ))
    have he : Real.exp (-(1 / ξ)) < 1 := by
      have := one_div_pos.mpr hξ
      exact Real.exp_lt_one_iff.mpr (by linarith)
    rcases hΛ with hΛ | hΛ
    · rcases hμ with hμ | hμ
      · rw [hμ.trans hΛ.symm] at h
        nlinarith [mul_pos hn (sub_pos.mpr he)]
      · have hz : μ = 0 := by rw [hμ]; simp
        rw [hz, norm_zero] at h
        linarith [mul_pos hn hp]
    · exact hne (by rw [hΛ]; simp)
  · have ht : 0 < t ^ 2 := by positivity
    have hm : 0 < 1 - t ^ 2 := by nlinarith
    have hq : 0 < 1 + t ^ 2 := by linarith
    have nq : ‖1 + (t : ℂ) ^ 2‖ = 1 + t ^ 2 := by
      have : 1 + (t : ℂ) ^ 2 = ((1 + t ^ 2 : ℝ) : ℂ) := by push_cast; rfl
      rw [this, Complex.norm_real, Real.norm_of_nonneg hq.le]
    have nm : ‖1 - (t : ℂ) ^ 2‖ = 1 - t ^ 2 := by
      have : 1 - (t : ℂ) ^ 2 = ((1 - t ^ 2 : ℝ) : ℂ) := by push_cast; rfl
      rw [this, Complex.norm_real, Real.norm_of_nonneg hm.le]
    refine ⟨one_div_pos.mpr (Real.log_pos ((one_lt_div hm).mpr (by linarith))),
      1 + (t : ℂ) ^ 2, 1 - (t : ℂ) ^ 2, (filtered_eigenvalues t _).mpr (Or.inl rfl),
      (filtered_eigenvalues t _).mpr (Or.inr rfl), ?_, ?_, ?_⟩
    · exact norm_pos_iff.mp (by rw [nq]; exact hq)
    · intro ν hν
      rcases (filtered_eigenvalues t ν).mp hν with h | h
      · rw [h]
      · rw [h, nq, nm]; linarith
    · rw [nq, nm, one_div_one_div, Real.exp_neg, Real.exp_log (div_pos hq hm), inv_div,
        mul_div_cancel₀ _ hq.ne']

end

end MPSTransferSpectrum
```

At t = 1 the filter does nothing, and the eigenvalues are 2 and 0, or 1 and 0 after division by the largest. A correlation length in the sense of the definition would need a ratio exp(−1/ξ) strictly between 0 and 1, so there is none. This does not mean that the spins are uncorrelated. The eigenvalue 2 is double, and on a closed ring the tensor gives the superposition of all spins in |0⟩ + |1⟩ with all spins in |0⟩ − |1⟩, which has correlations that do not decay with distance. The definition leaves out such an infinite length. For 0 < t < 1 the ratio is

(1 − t²)/(1 + t²) = exp(−1/ξ), so ξ = 1/log((1 + t²)/(1 − t²)).

The first half of the proof rules out each choice of Λ and μ; the second supplies Λ = 1 + t² and μ = 1 − t² and checks the conditions. Invertibility of the local map is thus too weak a hypothesis for the invariance theorem.

In this example the length is a property of the spectrum and does not appear in two-point functions of single-site operators in the infinite chain: all the matrices are diagonal, so such operators do not connect the two eigenvalue sectors. It does govern how the norm of a finite ring approaches its leading behaviour.

```lean
#print axioms MPSTransferSpectrum.correlationLength_invariant
#print axioms MPSTransferSpectrum.filter_changes_correlationLength
```

```
'MPSTransferSpectrum.correlationLength_invariant' depends on axioms: [propext, Classical.choice, Quot.sound]
'MPSTransferSpectrum.filter_changes_correlationLength' depends on axioms: [propext, Classical.choice, Quot.sound]
```
